# The quantum geometric tensor of a single state from traces of its projector

Let $u\in\mathbb C^n$ be a unit vector, and let $d,e\in\mathbb C^n$ be directions that preserve its norm to first order, $\mathrm{Re}\langle u,d\rangle=\mathrm{Re}\langle u,e\rangle=0$. Write $P=uu^\dagger$, $P_d=du^\dagger+ud^\dagger$, and

$$Q(d,e)=\langle d,e\rangle-\langle d,u\rangle\langle u,e\rangle ,$$

with the inner product conjugate-linear in its first slot. Then

$$\mathrm{tr}(PP_dP_e)=Q(d,e),\qquad \tfrac12\mathrm{tr}(P_dP_e)=\mathrm{Re}\,Q(d,e),\qquad i\,\mathrm{tr}(P[P_d,P_e])=-2\,\mathrm{Im}\,Q(d,e).$$

When $d=\partial_\mu u$ and $e=\partial_\nu u$ are parameter derivatives, $Q$ is the quantum geometric tensor $Q_{\mu\nu}$. Its real part is the quantum metric, and $-2\,\mathrm{Im}\,Q_{\mu\nu}$ is the Berry curvature in the convention $A_\mu=i\langle u,\partial_\mu u\rangle$. For one isolated band of a finite-dimensional Bloch Hamiltonian, both can therefore be computed from the band projector and its $k$-derivatives.

## Multiplying out the projectors

The condition on $d$ comes from normalisation. Differentiating $\langle u,u\rangle=1$ along a curve with velocity $d$ gives $\langle d,u\rangle+\langle u,d\rangle=2\,\mathrm{Re}\langle u,d\rangle=0$. The product rule applied to $uu^\dagger$ gives $P_d$.

Set $a=\langle u,d\rangle$ and $b=\langle u,e\rangle$. Since $\langle u,u\rangle=1$, we have $PP_d=a\,uu^\dagger+ud^\dagger$, and so

$$PP_dP_e=ab\,uu^\dagger+a\,ue^\dagger+\langle d,e\rangle\,uu^\dagger+\bar a\,ue^\dagger .$$

With $\mathrm{tr}(uu^\dagger)=1$ and $\mathrm{tr}(ue^\dagger)=\langle e,u\rangle=\bar b$, the trace is

$$\langle d,e\rangle+ab+a\bar b+\bar a\bar b=Q(d,e)+(a+\bar a)(b+\bar b)=Q(d,e)+4\,\mathrm{Re}\,a\,\mathrm{Re}\,b .$$

The last term vanishes for norm-preserving directions, which proves the first formula.

For the second, the same multiplication gives

$$\mathrm{tr}(P_dP_e)=ab+\langle e,d\rangle+\langle d,e\rangle+\bar a\bar b=Q(d,e)+Q(e,d)+(a+\bar a)(b+\bar b).$$

The last product is again zero. Because $Q(e,d)=\overline{Q(d,e)}$, the remaining sum is $2\,\mathrm{Re}\,Q(d,e)$. For the third, $\mathrm{tr}(P[P_d,P_e])=Q(d,e)-Q(e,d)=2i\,\mathrm{Im}\,Q(d,e)$, and multiplication by $i$ gives $-2\,\mathrm{Im}\,Q(d,e)$.

Normalisation makes $\langle u,d\rangle$ imaginary, not zero. Setting it to zero selects a parallel gauge and reduces $Q(d,e)$ to $\langle d,e\rangle$, which is wrong for a general choice of phase.

## States and projectors as arrays

A state is a function `n → ℂ` on a finite index type.

In Lean 4 with Mathlib:

```lean
import Mathlib

open Matrix

namespace QuantumGeometricTensorProjector

noncomputable section

variable {n : Type*} [Fintype n]
```

The product `vecMulVec a b` has entries $a_ib_j$, and `⬝ᵥ` is the plain sum of products. Neither conjugates anything, so each bra needs an explicit `star`: $\langle v,w\rangle$ is `star v ⬝ᵥ w`, and $uu^\dagger$ is the following matrix.

```lean
/-- The matrix `u u†` built from a vector `u`; it is the projector onto `u` when `u` is normalised.
-/
def proj (u : n → ℂ) : Matrix n n ℂ := vecMulVec u (star u)
```

The direction `d` is an arbitrary vector at this stage. The definition does not require it to be a derivative.

```lean
/-- The first-order change `d u† + u d†` of the matrix `u u†` when `u` changes by `d`. -/
def dProj (u d : n → ℂ) : Matrix n n ℂ := vecMulVec d (star u) + vecMulVec u (star d)

/-- The quantum geometric tensor `⟨d,e⟩ - ⟨d,u⟩⟨u,e⟩` of the state `u` in the directions
`d` and `e`. -/
def qgt (u d e : n → ℂ) : ℂ := star d ⬝ᵥ e - (star d ⬝ᵥ u) * (star u ⬝ᵥ e)
```

Three lemmas carry the hand calculation. The first contracts neighbouring factors, as in $(ab^T)(cd^T)=(b^Tc)\,ad^T$.

```lean
/-- The product of the outer products `a bᵀ` and `c dᵀ` is `a dᵀ` times the unconjugated dot product
of `b` and `c`. -/
theorem outer_mul_outer (a b c d : n → ℂ) :
    vecMulVec a b * vecMulVec c d = (b ⬝ᵥ c) • vecMulVec a d := by
  ext i j
  simp only [Matrix.mul_apply, Matrix.vecMulVec_apply, Matrix.smul_apply, smul_eq_mul,
    dotProduct, Finset.sum_mul]
  exact Finset.sum_congr rfl fun k _ => by ring
```

The second turns the trace of an outer product into a plain dot product, again without conjugation.

```lean
/-- The trace of the outer product `a bᵀ` is the unconjugated dot product of `b` and `a`. -/
theorem trace_outer (a b : n → ℂ) : trace (vecMulVec a b) = b ⬝ᵥ a := by
  simp only [Matrix.trace, Matrix.diag_apply, Matrix.vecMulVec_apply, dotProduct]
  exact Finset.sum_congr rfl fun k _ => mul_comm _ _
```

The third is $2\,\mathrm{Re}\langle v,w\rangle=\langle v,w\rangle+\langle w,v\rangle$, with the real part regarded as a complex number.

```lean
/-- Twice the real part of an overlap is the sum of the overlaps taken in both orders. -/
theorem two_re_overlap (v w : n → ℂ) :
    2 * ((star v ⬝ᵥ w).re : ℂ) = star v ⬝ᵥ w + star w ⬝ᵥ v := by
  rw [Matrix.star_dotProduct w v]
  generalize star v ⬝ᵥ w = z
  apply Complex.ext <;> simp [two_mul]
```

## Where the tangency condition comes from

The next theorem ties `dProj` to an actual derivative: if every component of $u(s)$ is differentiable at $t$, the entries of the projector have the entries of $P_d$ as derivatives. The proof is the product rule. With several parameters, it applies to each coordinate curve separately.

```lean
omit [Fintype n] in
/-- Along a differentiable curve of states with velocity `d`, each matrix element of the outer
product `u u†` has the corresponding element of `d u† + u d†` as its derivative. -/
theorem hasDerivAt_proj (u : ℝ → n → ℂ) (d : n → ℂ) (t : ℝ)
    (h : ∀ i, HasDerivAt (fun s => u s i) (d i) t) (i j : n) :
    HasDerivAt (fun s => proj (u s) i j) (dProj (u t) d i j) t := by
  simp only [proj, dProj, Matrix.add_apply, Matrix.vecMulVec_apply, Pi.star_apply]
  exact (h i).fun_mul (h j).star
```

If the curve is normalised for all $s$, its velocity satisfies the hypothesis used in the main theorem. The proof differentiates $\langle u,u\rangle$ in two ways, by the product rule and as a constant, and equates the results by uniqueness of the derivative.

```lean
/-- Along a differentiable curve of normalised states, the overlap of the state with its
velocity has zero real part. -/
theorem re_overlap_velocity (u : ℝ → n → ℂ) (d : n → ℂ) (t : ℝ)
    (hu : ∀ s, star (u s) ⬝ᵥ u s = 1)
    (h : ∀ i, HasDerivAt (fun s => u s i) (d i) t) :
    (star (u t) ⬝ᵥ d).re = 0 := by
  -- differentiate the norm, which is constant
  have h2 : HasDerivAt (fun s => star (u s) ⬝ᵥ u s)
      (∑ i, (star (d i) * u t i + star (u t i) * d i)) t := by
    simp only [dotProduct, Pi.star_apply]
    exact HasDerivAt.fun_sum fun i _ => (h i).star.fun_mul (h i)
  have h3 : (fun s => star (u s) ⬝ᵥ u s) = fun _ => (1 : ℂ) := funext hu
  rw [h3] at h2
  have h4 := h2.unique (hasDerivAt_const t (1 : ℂ))
  have h5 : 2 * ((star (u t) ⬝ᵥ d).re : ℂ) = 0 := by
    rw [two_re_overlap, ← h4]
    simp only [dotProduct, Pi.star_apply, ← Finset.sum_add_distrib]
    exact Finset.sum_congr rfl fun _ _ => add_comm _ _
  simpa using h5
```

## The trace formulas

The general identity assumes only that $u$ is normalised. After `simp only` has expanded the products into overlaps, `linear_combination` supplies the factorisation $(a+\bar a)(b+\bar b)=4\,\mathrm{Re}\,a\,\mathrm{Re}\,b$.

```lean
/-- For a normalised state and arbitrary directions, the trace `tr(P P_d P_e)` is the quantum
geometric tensor plus `4 Re⟨u,d⟩ Re⟨u,e⟩`. -/
theorem trace_proj_general (u d e : n → ℂ) (hu : star u ⬝ᵥ u = 1) :
    trace (proj u * dProj u d * dProj u e) =
      qgt u d e + 4 * ((star u ⬝ᵥ d).re : ℂ) * ((star u ⬝ᵥ e).re : ℂ) := by
  have hd := two_re_overlap u d
  have he := two_re_overlap u e
  simp only [proj, dProj, qgt, Matrix.mul_add, Matrix.add_mul, outer_mul_outer,
    Matrix.smul_mul, Matrix.trace_add, Matrix.trace_smul, trace_outer, smul_eq_mul, hu]
  linear_combination (-(2 * ((star u ⬝ᵥ e).re : ℂ))) * hd
    - (star u ⬝ᵥ d + star d ⬝ᵥ u) * he
```

The main theorem adds the two tangency hypotheses, `hd` and `he`, and states the three formulas as equations between complex numbers. It concerns a single state in finite dimension; a degenerate multiplet would need a projector of higher rank.

In the proof, `key` is the general identity with the extra term removed, and `hswap` is $Q(e,d)=\overline{Q(d,e)}$. The metric formula goes through `hT`, the sum $Q(d,e)+Q(e,d)$. The curvature formula applies `key` to both orderings in the commutator.

```lean
/-- For a normalised state and directions that preserve the norm to first order, traces of the
projector and its derivatives give the quantum geometric tensor, its real part, and `-2` times
its imaginary part. -/
theorem qgt_from_projectors (u d e : n → ℂ) (hu : star u ⬝ᵥ u = 1)
    (hd : (star u ⬝ᵥ d).re = 0) (he : (star u ⬝ᵥ e).re = 0) :
    trace (proj u * dProj u d * dProj u e) = qgt u d e ∧
    trace (dProj u d * dProj u e) / 2 = ((qgt u d e).re : ℂ) ∧
    Complex.I * trace (proj u * (dProj u d * dProj u e - dProj u e * dProj u d)) =
      -2 * ((qgt u d e).im : ℂ) := by
  have key : ∀ x y : n → ℂ, (star u ⬝ᵥ x).re = 0 →
      trace (proj u * dProj u x * dProj u y) = qgt u x y := by
    intro x y hx
    rw [trace_proj_general u x y hu, hx]
    simp
  -- exchanging the two directions conjugates the tensor
  have hswap : qgt u e d = star (qgt u d e) := by
    simp only [qgt, star_sub, star_mul', ← Matrix.star_dotProduct]
    ring
  refine ⟨key d e hd, ?_, ?_⟩
  · have ha := two_re_overlap u d
    rw [hd] at ha
    simp only [Complex.ofReal_zero, mul_zero] at ha
    have hT : trace (dProj u d * dProj u e) = qgt u d e + qgt u e d := by
      simp only [dProj, qgt, Matrix.mul_add, Matrix.add_mul, outer_mul_outer,
        Matrix.trace_add, Matrix.trace_smul, trace_outer, smul_eq_mul, hu]
      linear_combination (-(star u ⬝ᵥ e + star e ⬝ᵥ u)) * ha
    rw [hT, hswap]
    generalize qgt u d e = z
    have hz : z + star z = 2 * (z.re : ℂ) := by
      apply Complex.ext <;> simp [two_mul]
    linear_combination hz / 2
  · -- the commutator isolates the antisymmetric part
    rw [Matrix.mul_sub, Matrix.trace_sub, ← Matrix.mul_assoc, ← Matrix.mul_assoc,
      key d e hd, key e d he, hswap]
    generalize qgt u d e = z
    apply Complex.ext <;> simp
    ring
```

For equal directions the extra term is $4(\mathrm{Re}\langle u,d\rangle)^2$, so the first formula then holds exactly when the tangency condition does.

```lean
/-- For a normalised state, the trace formula with both directions equal to `d` holds exactly
when `Re⟨u,d⟩ = 0`. -/
theorem trace_formula_iff (u d : n → ℂ) (hu : star u ⬝ᵥ u = 1) :
    trace (proj u * dProj u d * dProj u d) = qgt u d d ↔ (star u ⬝ᵥ d).re = 0 := by
  rw [trace_proj_general u d d hu]
  constructor
  · intro h
    have h0 : 4 * ((star u ⬝ᵥ d).re : ℂ) * ((star u ⬝ᵥ d).re : ℂ) = 0 := by
      linear_combination h
    simpa using h0
  · intro h
    rw [h]
    simp
```

## Changing the phase of the state

Replace $u$ by $cu$ with $|c|=1$. If $c=e^{i\varphi}$ varies along the curve, the velocity becomes $c(d+i\alpha u)$, where $\alpha$ is the derivative of $\varphi$. In $P_d$ the factors of $c$ combine to $|c|^2=1$, and the new terms $i\alpha\,uu^\dagger$ and $-i\alpha\,uu^\dagger$ cancel. The proof checks this entry by entry.

```lean
omit [Fintype n] in
/-- Multiplying the state by a phase `c`, and changing its derivative `d` to `c (d + i α u)` with
`α` real, leaves `u u†` and `d u† + u d†` unchanged. -/
theorem gauge_invariance (u d : n → ℂ) (c : ℂ) (α : ℝ) (hc : star c * c = 1) :
    proj (c • u) = proj u ∧
    dProj (c • u) (c • (d + (Complex.I * (α : ℂ)) • u)) = dProj u d := by
  have hI : star Complex.I = -Complex.I := by simp
  have hα : star (α : ℂ) = (α : ℂ) := by simp
  constructor
  · ext i j
    simp only [proj, Matrix.vecMulVec_apply, Pi.star_apply, Pi.smul_apply, smul_eq_mul,
      star_mul']
    linear_combination (u i * star (u j)) * hc
  · ext i j
    simp only [dProj, Matrix.add_apply, Matrix.vecMulVec_apply, Pi.star_apply, Pi.smul_apply,
      Pi.add_apply, smul_eq_mul, star_mul', star_add, hI, hα]
    linear_combination (d i * star (u j) + u i * star (d j)) * hc
```

This matters in numerical work. A diagonalisation routine need not return eigenvectors whose phases vary smoothly between neighbouring $k$-points, so their finite differences are unreliable as derivatives unless the phases are aligned. The projector of an isolated band does not have this problem. One can form

$$P_\mu\approx\frac{P(k+\delta\hat\mu)-P(k-\delta\hat\mu)}{2\delta}$$

where $\hat\mu$ is the unit vector along $k_\mu$, and insert it into the traces, with the usual discretisation error.

## A two-level state with metric and curvature

Take $u=(1,0)$, $d=(i,1)$ and $e=(i,1+i)$. Both overlaps with $u$ equal $i$, so the directions are tangent but not orthogonal to the state. Here $\langle d,e\rangle=2+i$, while $\langle d,u\rangle\langle u,e\rangle=(-i)(i)=1$, which leaves $Q(d,e)=1+i$. The metric trace is therefore $1$ and the curvature trace is $-2$. The theorem below verifies the hypotheses and the value of $Q$.

```lean
/-- In a two-level system, the state `(1, 0)` with directions `(i, 1)` and `(i, 1 + i)` meets the
normalisation and tangency conditions, and its geometric tensor is `1 + i`. -/
theorem qgt_from_projectors_witness :
    star (![1, 0] : Fin 2 → ℂ) ⬝ᵥ ![1, 0] = 1 ∧
    (star (![1, 0] : Fin 2 → ℂ) ⬝ᵥ ![Complex.I, 1]).re = 0 ∧
    (star (![1, 0] : Fin 2 → ℂ) ⬝ᵥ ![Complex.I, 1 + Complex.I]).re = 0 ∧
    qgt (![1, 0] : Fin 2 → ℂ) ![Complex.I, 1] ![Complex.I, 1 + Complex.I] = 1 + Complex.I := by
  refine ⟨?_, ?_, ?_, ?_⟩
  · simp [dotProduct, Fin.sum_univ_two]
  · simp [dotProduct, Fin.sum_univ_two]
  · simp [dotProduct, Fin.sum_univ_two]
  · norm_num [qgt, dotProduct, Fin.sum_univ_two, Complex.ext_iff]

end

end QuantumGeometricTensorProjector
```

```lean
#print axioms QuantumGeometricTensorProjector.re_overlap_velocity
#print axioms QuantumGeometricTensorProjector.qgt_from_projectors
#print axioms QuantumGeometricTensorProjector.trace_formula_iff
#print axioms QuantumGeometricTensorProjector.gauge_invariance
```

```
'QuantumGeometricTensorProjector.re_overlap_velocity' depends on axioms: [propext, Classical.choice, Quot.sound]
'QuantumGeometricTensorProjector.qgt_from_projectors' depends on axioms: [propext, Classical.choice, Quot.sound]
'QuantumGeometricTensorProjector.trace_formula_iff' depends on axioms: [propext, Classical.choice, Quot.sound]
'QuantumGeometricTensorProjector.gauge_invariance' depends on axioms: [propext, Classical.choice, Quot.sound]
```
